# Two bosons with contact repulsion on a ring: one wave number in $(0,\pi/L)$ for each strength, and its hard-core limit

Put two bosons on a ring of length $\pi$ and let their wave function depend on the separation $r$ alone, as $\cos\big(\tfrac12(r-\tfrac{\pi}{2})\big)$. At contact, $r=0$, the phase is $-\pi/4$. The value there is $1/\sqrt2$ and the slope is $1/(2\sqrt2)$, so the slope is half the value. A contact repulsion prescribes this ratio, and the wave number has to adjust until the cosine meets it.

For a general ring length $L>0$, take units with $\hbar^2/2m=1$ and the Hamiltonian $-\partial_1^2-\partial_2^2+2c\,\delta(x_1-x_2)$, where $c>0$ is the contact strength. At zero total momentum the relative equation is $-2f''+2c\,\delta(r)f=Ef$. Integrating it across $r=0$ gives
$$-2\,[f'(0^+)-f'(0^-)]+2c\,f(0)=0.$$
Exchange symmetry makes $f$ even, so $f'(0^-)=-f'(0^+)$, and the contact condition is $f'(0^+)=\tfrac c2 f(0)$. In the example this means $c=1$.

The Lean file starts from this boundary condition; the delta potential and the Hamiltonian as an operator do not occur in it.

```lean
import Mathlib

open Filter
open scoped Real Topology

namespace ContactBosonPair

noncomputable section
```

The pair function is $f(r)=\cos(k(r-L/2))$ with wave number $k$. In Lean it is a smooth function on the whole real line. The physical separation runs over $[0,L]$, and the periodic wave function has a kink at contact, so the ordinary derivative of the cosine at $0$ stands for the one-sided slope $f'(0^+)$.

The function is not normalised. Its squared norm on $[0,L]$ is $L/2+\sin(kL)/(2k)$ for $k>0$, which is $\pi/2+1$ in the example. The normalised pair function is $f$ divided by the square root of this number. It satisfies the same Schrödinger equation and contact condition and has the same local energy; the slope in part (a) is divided by the same square root.

```lean
/-- The pair function `cos (k (r - L/2))` of two particles at separation `r` on a ring of
length `L`. -/
def pairFunction (L k r : ℝ) : ℝ := Real.cos (k * (r - L / 2))
```

`IsPairMomentum L c k` collects the interval for $k$ and the quantisation condition $k\tan(kL/2)=c/2$.

```lean
/-- The wave number `k` lies in `(0, π/L)` and satisfies the quantisation condition
`k tan (k L / 2) = c / 2` for contact strength `c`. -/
def IsPairMomentum (L c k : ℝ) : Prop :=
  0 < k ∧ k < π / L ∧ k * Real.tan (k * L / 2) = c / 2
```

The local energy is the Hamiltonian applied to the wave function, divided by the wave function. Away from contact only the kinetic term contributes.

```lean
/-- The local energy `-2 f'' / f` of the pair function away from contact, meaningful where the pair
function does not vanish. -/
def localEnergy (L k r : ℝ) : ℝ :=
  -2 * deriv (deriv (pairFunction L k)) r / pairFunction L k r
```

## (a) The slope of the pair function

**Task.** Show that, for all real $L$, $k$ and $r$,
$$f'(r)=-k\sin\big(k(r-L/2)\big).$$

**Solution.** The inner function $k(r-L/2)$ has derivative $k$, and the cosine has derivative minus the sine. The chain rule gives the product. In Lean, `h` is the inner derivative and `h.cos` applies the chain rule.

```lean
/-- The slope of the pair function at separation `r`. -/
theorem hasDerivAt_pairFunction (L k r : ℝ) :
    HasDerivAt (pairFunction L k) (-(k * Real.sin (k * (r - L / 2)))) r := by
  have h : HasDerivAt (fun x : ℝ => k * (x - L / 2)) k r :=
    (((hasDerivAt_id' r).sub_const (L / 2)).const_mul k).congr_deriv (mul_one k)
  have h2 := h.cos
  exact h2.congr_deriv (by ring)
```

## (b) The free Schrödinger equation

**Task.** Show that
$$-2f''(r)=2k^2f(r).$$

**Solution.** Differentiating the slope once more gives $f''(r)=-k^2\cos(k(r-L/2))=-k^2f(r)$. Multiply by $-2$. The total energy $2k^2$ is that of two particles with momenta $k$ and $-k$. In the Lean proof, `hd` uses part (a) at every point to replace the first derivative as a function, which can then be differentiated again.

```lean
/-- The pair function solves the free relative Schrödinger equation `-2 f'' = 2 k² f`. -/
theorem schrodinger (L k r : ℝ) :
    -2 * deriv (deriv (pairFunction L k)) r = 2 * k ^ 2 * pairFunction L k r := by
  have hd : deriv (pairFunction L k) = fun x => -(k * Real.sin (k * (x - L / 2))) :=
    funext fun x => (hasDerivAt_pairFunction L k x).deriv
  have h : HasDerivAt (fun x : ℝ => k * (x - L / 2)) k r :=
    (((hasDerivAt_id' r).sub_const (L / 2)).const_mul k).congr_deriv (mul_one k)
  have h2 : HasDerivAt (fun x : ℝ => -(k * Real.sin (k * (x - L / 2))))
      (-(k * (Real.cos (k * (r - L / 2)) * k))) r := (h.sin.const_mul k).neg
  rw [hd, h2.deriv, pairFunction]
  ring
```

## (c) No node between the particles

**Task.** Let $L>0$ and $0<k<\pi/L$. Show that
$$f(r)>0\qquad\text{for } 0\le r\le L.$$

**Solution.** On this range $|r-L/2|\le L/2$, so $|k(r-L/2)|\le kL/2<\pi/2$, where the cosine is positive. Lean obtains the two bounds on the phase from $kL<\pi$, $kr\ge0$ and $k(L-r)\ge0$.

```lean
/-- For `0 < k < π/L` the pair function is positive at every separation in `[0, L]`. -/
theorem pairFunction_pos {L k r : ℝ} (hL : 0 < L) (hk : 0 < k) (hkL : k < π / L)
    (hr : 0 ≤ r) (hrL : r ≤ L) : 0 < pairFunction L k r := by
  have h1 : k * L < π := (lt_div_iff₀ hL).1 hkL
  have h2 : 0 ≤ k * r := mul_nonneg hk.le hr
  have h3 : 0 ≤ k * (L - r) := mul_nonneg hk.le (sub_nonneg.2 hrL)
  exact Real.cos_pos_of_mem_Ioo ⟨by nlinarith, by nlinarith⟩
```

## (d) The local energy

**Task.** Under the same assumptions, show that
$$\frac{-2f''(r)}{f(r)}=2k^2\qquad\text{for } 0\le r\le L.$$

**Solution.** By part (c) the denominator is not zero, so the equation of part (b) may be divided by $f(r)$. At $r=0$ and $r=L$ the statement concerns the smooth cosine, without the contact term.

For this two-particle, one-dimensional model, a variational Monte Carlo run with $f$ as trial function should therefore sample the same local energy at every separation away from contact. The quantisation condition was not used: a wrong $k$ in the interval also gives a constant, with the wrong value. A vanishing variance of this quantity thus does not test the contact condition.

```lean
/-- For `0 < k < π/L` the local energy equals `2 k²` at every separation in `[0, L]`. -/
theorem localEnergy_eq {L k r : ℝ} (hL : 0 < L) (hk : 0 < k) (hkL : k < π / L)
    (hr : 0 ≤ r) (hrL : r ≤ L) : localEnergy L k r = 2 * k ^ 2 := by
  rw [localEnergy, div_eq_iff (pairFunction_pos hL hk hkL hr hrL).ne']
  exact schrodinger L k r
```

## (e) From the contact condition to the tangent

**Task.** For $L>0$ and $0<k<\pi/L$, show that
$$f'(0)=\tfrac c2 f(0)\iff k\tan(kL/2)=\tfrac c2 .$$

**Solution.** Part (a) gives $f'(0)=-k\sin(-kL/2)=k\sin(kL/2)$, and $f(0)=\cos(kL/2)$. The contact condition reads
$$k\sin(kL/2)=\tfrac c2\cos(kL/2).$$
The cosine is positive by part (c) at $r=0$, so dividing by it is reversible. The Lean proof rewrites both sides in this way; `div_eq_iff` is the division. The sign of $c$ plays no role here.

```lean
/-- For `0 < k < π/L` the contact condition `f'(0) = (c/2) f(0)` is equivalent to
`k tan (k L / 2) = c / 2`. -/
theorem contact_iff {L c k : ℝ} (hL : 0 < L) (hk : 0 < k) (hkL : k < π / L) :
    deriv (pairFunction L k) 0 = c / 2 * pairFunction L k 0 ↔
      k * Real.tan (k * L / 2) = c / 2 := by
  have harg : k * (0 - L / 2) = -(k * L / 2) := by ring
  have hcos := pairFunction_pos hL hk hkL le_rfl hL.le
  rw [pairFunction, harg, Real.cos_neg] at hcos
  rw [(hasDerivAt_pairFunction L k 0).deriv, pairFunction, harg, Real.sin_neg,
    Real.cos_neg, mul_neg, neg_neg, Real.tan_eq_sin_div_cos, ← mul_div_assoc,
    div_eq_iff hcos.ne']
```

## (f) Monotonicity

**Task.** For $L>0$ and $0<k<q<\pi/L$, show that
$$k\tan(kL/2)<q\tan(qL/2).$$

**Solution.** Both half-angles lie in $(0,\pi/2)$, where the tangent is positive and strictly increasing. Hence
$$k\tan(kL/2)<q\tan(kL/2)<q\tan(qL/2).$$
Lean proves the inequality for the tangents as `hlt` and multiplies it by $k<q$.

```lean
/-- The function `k tan (k L / 2)` is strictly increasing on `(0, π/L)`. -/
theorem mul_tan_lt {L k q : ℝ} (hL : 0 < L) (hk : 0 < k) (hkq : k < q) (hq : q < π / L) :
    k * Real.tan (k * L / 2) < q * Real.tan (q * L / 2) := by
  have h1 : q * L < π := (lt_div_iff₀ hL).1 hq
  have h2 : k * L < q * L := mul_lt_mul_of_pos_right hkq hL
  have h3 : 0 < k * L := mul_pos hk hL
  have ht : 0 < Real.tan (k * L / 2) :=
    Real.tan_pos_of_pos_of_lt_pi_div_two (by linarith) (by linarith)
  have hlt : Real.tan (k * L / 2) < Real.tan (q * L / 2) :=
    Real.tan_lt_tan_of_nonneg_of_lt_pi_div_two (by linarith) (by linarith) (by linarith)
  exact mul_lt_mul'' hkq hlt hk.le ht.le
```

## (g) Exactly one wave number

**Task.** For $L>0$ and $c>0$, show that
$$\exists!\,k\in(0,\pi/L):\quad k\tan(kL/2)=\tfrac c2 .$$

**Solution.** The tangent diverges at the upper end of the interval, so multiply the condition by the cosine and consider
$$g(k)=k\sin(kL/2)-\tfrac c2\cos(kL/2),$$
which is continuous on $[0,\pi/L]$. At the ends, $g(0)=-c/2<0$ and $g(\pi/L)=\pi/L>0$. The intermediate value theorem gives a zero strictly inside, where the cosine is positive. Dividing by it returns the quantisation condition.

If there were two solutions, part (f) would give them different values of $k\tan(kL/2)$, but both values equal $c/2$. In Lean, `h0` and `h1` are the signs at the ends, and `lt_trichotomy` splits the uniqueness argument into $q<k$, $q=k$ and $q>k$.

```lean
/-- For every ring length and every repulsive contact strength there is exactly one wave number
in `(0, π/L)` that satisfies the quantisation condition. -/
theorem existsUnique_momentum {L c : ℝ} (hL : 0 < L) (hc : 0 < c) :
    ∃! k, IsPairMomentum L c k := by
  have hpos : 0 < π / L := div_pos Real.pi_pos hL
  have hend : π / L * L / 2 = π / 2 := by rw [div_mul_cancel₀ _ hL.ne']
  -- the condition multiplied by the cosine changes sign between the ends of the interval
  have hcont : ContinuousOn
      (fun k : ℝ => k * Real.sin (k * L / 2) - c / 2 * Real.cos (k * L / 2))
      (Set.Icc 0 (π / L)) := Continuous.continuousOn (by fun_prop)
  have h0 : 0 * Real.sin (0 * L / 2) - c / 2 * Real.cos (0 * L / 2) < 0 := by
    simp only [zero_mul, zero_div, Real.cos_zero]
    linarith
  have h1 : 0 < π / L * Real.sin (π / L * L / 2) - c / 2 * Real.cos (π / L * L / 2) := by
    rw [hend, Real.sin_pi_div_two, Real.cos_pi_div_two]
    linarith
  obtain ⟨k, ⟨hk, hkL⟩, hroot⟩ := intermediate_value_Ioo hpos.le hcont
    (show (0 : ℝ) ∈ Set.Ioo _ _ from ⟨h0, h1⟩)
  have hroot' : k * Real.sin (k * L / 2) = c / 2 * Real.cos (k * L / 2) :=
    sub_eq_zero.1 hroot
  have hkL' : k * L < π := (lt_div_iff₀ hL).1 hkL
  have hkL0 : 0 < k * L := mul_pos hk hL
  have hcos : 0 < Real.cos (k * L / 2) :=
    Real.cos_pos_of_mem_Ioo ⟨by linarith, by linarith⟩
  have heq : k * Real.tan (k * L / 2) = c / 2 := by
    rw [Real.tan_eq_sin_div_cos, ← mul_div_assoc, div_eq_iff hcos.ne']
    exact hroot'
  refine ⟨k, ⟨hk, hkL, heq⟩, ?_⟩
  -- strict monotonicity excludes a second root
  rintro q ⟨hq, hqL, hqeq⟩
  rcases lt_trichotomy q k with h | h | h
  · have := mul_tan_lt hL hq h hkL
    linarith
  · exact h
  · have := mul_tan_lt hL hk h hqL
    linarith
```

## (h) A lower bound on the wave number

**Task.** For $L>0$, $c>0$ and the wave number $k$ of part (g), show that
$$\frac{\pi}{L+4/c}<k.$$

**Solution.** Let $x=\pi/2-kL/2$, which lies in $(0,\pi/2)$. There $x<\tan x=1/\tan(kL/2)$, so $x\tan(kL/2)<1$. Multiplying by $k$ and inserting the quantisation condition gives
$$\Big(\frac\pi2-\frac{kL}2\Big)\frac c2<k .$$
Multiplying by $4/c$ gives $\pi-kL<4k/c$, that is, $\pi<k(L+4/c)$. These steps are `h2`, `h3` and `h4` in the Lean proof.

**Numbers.** Take $L=\pi$, so that $k<1$.

- For $c=1$ the solution is $k=\tfrac12$, since $\tfrac12\tan(\pi/4)=\tfrac12$. The bound is $\pi/(\pi+4)\approx0.440$, and the energy is $2k^2=\tfrac12$.
- For $c=4/\sqrt3\approx2.31$ the solution is $k=\tfrac23$, since $\tfrac23\tan(\pi/3)=2/\sqrt3$. The bound is $\pi/(\pi+\sqrt3)\approx0.645$, and the energy is $\tfrac89$.

```lean
/-- For `c > 0`, a wave number in `(0, π/L)` that satisfies the quantisation condition exceeds `π /
(L + 4/c)`. -/
theorem momentum_lower_bound {L c k : ℝ} (hL : 0 < L) (hc : 0 < c)
    (h : IsPairMomentum L c k) : π / (L + 4 / c) < k := by
  obtain ⟨hk, hkL, heq⟩ := h
  have h1 : k * L < π := (lt_div_iff₀ hL).1 hkL
  have h0 : 0 < k * L := mul_pos hk hL
  have htan : 0 < Real.tan (k * L / 2) :=
    Real.tan_pos_of_pos_of_lt_pi_div_two (by linarith) (by linarith)
  -- compare the complementary angle with its tangent
  have ht := Real.lt_tan (x := π / 2 - k * L / 2) (by linarith) (by linarith)
  rw [Real.tan_pi_div_two_sub] at ht
  have h2 : (π / 2 - k * L / 2) * Real.tan (k * L / 2) < 1 := by
    rw [← lt_div_iff₀ htan, one_div]
    exact ht
  have h3 : (π / 2 - k * L / 2) * (c / 2) < k := by
    calc (π / 2 - k * L / 2) * (c / 2)
        = k * ((π / 2 - k * L / 2) * Real.tan (k * L / 2)) := by rw [← heq]; ring
      _ < k * 1 := mul_lt_mul_of_pos_left h2 hk
      _ = k := mul_one k
  have h4 : π - k * L < 4 * k / c := by
    rw [lt_div_iff₀ hc]
    linarith
  have h5 : k * (L + 4 / c) = k * L + 4 * k / c := by ring
  rw [div_lt_iff₀ (by positivity), h5]
  linarith
```

## (i) Infinite repulsion

**Task.** Let $L>0$ and let $\kappa(c)$ satisfy the conditions of `IsPairMomentum` for every $c>0$. Show that
$$\kappa(c)\to\frac{\pi}{L}\qquad\text{as } c\to\infty .$$

**Solution.** Part (h) and the interval give
$$\frac{\pi}{L+4/c}<\kappa(c)<\frac\pi L .$$
As $4/c\to0$, the left side tends to $\pi/L$, and $\kappa(c)$ is squeezed between the two. At $k=\pi/L$ the cosine becomes $\sin(\pi r/L)$, which vanishes at contact as the wave function of hard-core particles does. In Lean, `h3` is the limit of the lower bound, and `filter_upwards` restricts the comparison to $c>0$.

```lean
/-- Along any family of solutions of the quantisation condition in `(0, π/L)`, one for each `c > 0`,
the wave number tends to `π/L` as the contact strength tends to infinity. -/
theorem hard_core_limit {L : ℝ} (hL : 0 < L) {κ : ℝ → ℝ}
    (hκ : ∀ c, 0 < c → IsPairMomentum L c (κ c)) : Tendsto κ atTop (𝓝 (π / L)) := by
  have h1 : Tendsto (fun c : ℝ => 4 / c) atTop (𝓝 0) :=
    tendsto_const_nhds.div_atTop tendsto_id
  have h2 := h1.const_add L
  rw [add_zero] at h2
  have h3 : Tendsto (fun c : ℝ => π / (L + 4 / c)) atTop (𝓝 (π / L)) :=
    tendsto_const_nhds.div h2 hL.ne'
  refine tendsto_of_tendsto_of_tendsto_of_le_of_le' h3 tendsto_const_nhds ?_ ?_
  · filter_upwards [eventually_gt_atTop (0 : ℝ)] with c hc
    exact (momentum_lower_bound hL hc (hκ c hc)).le
  · filter_upwards [eventually_gt_atTop (0 : ℝ)] with c hc
    exact (hκ c hc).2.1.le
```

## (j) The complete pair state

**Task.** For $L>0$, show that there is one function $\kappa$ of the contact strength with $\kappa(c)\to\pi/L$ as $c\to\infty$, such that for each $c>0$ the wave number $\kappa(c)$ is the only solution of part (g), and its pair function satisfies (b), (c), the contact condition and
$$f(L-r)=f(r).$$

**Solution.** Let $\kappa(c)$ be the solution from part (g). The Schrödinger equation, positivity and the limit are parts (b), (c) and (i). The contact condition follows from part (e), read from right to left. For the symmetry, $k(L-r-L/2)=-k(r-L/2)$, and the cosine is even. Physically, exchanging the bosons turns the separation $r$ into $L-r$ around the ring.

In the Lean statement, `IsPairMomentum L c k ↔ k = κ c` expresses existence and uniqueness together. The tactic `choose` turns the solutions for the separate strengths into a function; its values at $c\le0$ carry no meaning. The theorem concerns this one state of two particles and does not identify it as the ground state.

```lean
/-- On a ring of length `L` the quantisation condition has exactly one solution `κ c` in `(0, π/L)`
for each `c > 0`; its pair function solves the Schrödinger equation, is symmetric under `r ↦ L - r`,
obeys the contact condition and is positive on `[0, L]`, and `κ c` tends to `π/L` as `c → ∞`. -/
theorem contact_pair_benchmark {L : ℝ} (hL : 0 < L) :
    ∃ κ : ℝ → ℝ,
      (∀ c, 0 < c →
        (∀ k, IsPairMomentum L c k ↔ k = κ c) ∧
        (∀ r, -2 * deriv (deriv (pairFunction L (κ c))) r
          = 2 * κ c ^ 2 * pairFunction L (κ c) r) ∧
        (∀ r, pairFunction L (κ c) (L - r) = pairFunction L (κ c) r) ∧
        deriv (pairFunction L (κ c)) 0 = c / 2 * pairFunction L (κ c) 0 ∧
        (∀ r, 0 ≤ r → r ≤ L → 0 < pairFunction L (κ c) r)) ∧
      Tendsto κ atTop (𝓝 (π / L)) := by
  have hex : ∀ c : ℝ, ∃ k, 0 < c →
      IsPairMomentum L c k ∧ ∀ q, IsPairMomentum L c q → q = k := by
    intro c
    by_cases hc : 0 < c
    · obtain ⟨k, hk, hu⟩ := existsUnique_momentum hL hc
      exact ⟨k, fun _ => ⟨hk, hu⟩⟩
    · exact ⟨0, fun h => absurd h hc⟩
  choose κ hκ using hex
  refine ⟨κ, fun c hc => ?_, hard_core_limit hL fun c hc => (hκ c hc).1⟩
  obtain ⟨hroot, hu⟩ := hκ c hc
  refine ⟨fun k => ⟨hu k, fun h => h ▸ hroot⟩, schrodinger L (κ c), fun r => ?_,
    (contact_iff hL hroot.1 hroot.2.1).2 hroot.2.2,
    fun r hr hrL => pairFunction_pos hL hroot.1 hroot.2.1 hr hrL⟩
  -- reflection reverses the sign of the argument of the cosine
  have harg : κ c * (L - r - L / 2) = -(κ c * (r - L / 2)) := by ring
  rw [pairFunction, pairFunction, harg, Real.cos_neg]

end

end ContactBosonPair
```

```lean
#print axioms ContactBosonPair.localEnergy_eq
#print axioms ContactBosonPair.hard_core_limit
#print axioms ContactBosonPair.contact_pair_benchmark
```

```
'ContactBosonPair.localEnergy_eq' depends on axioms: [propext, Classical.choice, Quot.sound]
'ContactBosonPair.hard_core_limit' depends on axioms: [propext, Classical.choice, Quot.sound]
'ContactBosonPair.contact_pair_benchmark' depends on axioms: [propext, Classical.choice, Quot.sound]
```
